# The mean fraction left uncovered by $N$ random grains on a finite group

The sample is modelled as a finite group $G$: its elements are the sites, and a grain of shape $A\subseteq G$ placed at $g\in G$ is the left translate $gA=\{ga : a\in A\}$. A periodic lattice with $L$ sites along each of $d$ axes is the case $G=(\mathbb Z/L)^d$, where translation is addition modulo $L$. There are no surfaces, and every position is equally likely.

Let grains of shapes $A_i$, $i=0,\dots,N-1$, be placed independently, with overlaps allowed. The fraction of $G$ outside their union, averaged over all placements, is
$$\prod_i\left(1-\frac{|A_i|}{|G|}\right),$$
which is $(1-|A|/|G|)^N$ for equal shapes.

## Counting the placements that miss a site

Fix a site $x$. A grain at $g$ covers $x$ exactly when $x=ga$ for some $a\in A_i$, that is, when $g=xa^{-1}$. Different $a$ give different $g$, so $|A_i|$ positions cover $x$ and $|G|-|A_i|$ miss it.

The grains stand for transformed material, so the site stays untransformed when every grain misses it. The positions are chosen independently, so this happens for $\prod_i(|G|-|A_i|)$ of the $|G|^N$ placements. Write $U(g)$ for the untransformed region of the placement $g=(g_0,\dots,g_{N-1})$. Exchanging the two sums gives
$$\sum_g |U(g)|=\sum_x \#\{g : x\in U(g)\}=|G|\prod_i(|G|-|A_i|).$$
Division by $|G|\cdot|G|^N$ gives the claim.

For equal shapes put $p=|A|/|G|$. The extended fraction $Np$ counts overlaps repeatedly. Bernoulli's inequality gives $1-Np\le(1-p)^N$. Since $0\le 1-p\le e^{-p}$, also $(1-p)^N\le e^{-Np}$.

If $n$ grains of covered fraction $p_n$ are placed in the $n$-th sample and $np_n\to v$, then $p_n\to0$ and
$$n\ln(1-p_n)=-np_n+O(np_n^2)\to-v,$$
so the mean untransformed fraction tends to $e^{-v}$.

The same count works for two sites $x$ and $y$: a grain misses both unless its position lies in $xA_i^{-1}\cup yA_i^{-1}$, where $A_i^{-1}=\{a^{-1}:a\in A_i\}$. The probability that both stay untransformed is therefore $\prod_i\left(1-|xA_i^{-1}\cup yA_i^{-1}|/|G|\right)$, a two-site probability that is not formalised below.

## Grains, placements and their average in Lean

The group need not be commutative.

```lean
import Mathlib

open Finset Filter Topology

namespace AvramiOverlap

noncomputable section

variable {G : Type*} [Group G] [Fintype G] [DecidableEq G] {N : ℕ}
```

A shape is a `Finset G`, and a grain is its image under left multiplication.

```lean
/-- The grain of shape `A` placed at position `g`: the left translate `g A`. -/
def grain (g : G) (A : Finset G) : Finset G := A.image (fun a => g * a)
```

A family of shapes is a function `A : Fin N → Finset G`, and a placement is a function `g : Fin N → G`. The untransformed region is the complement of the union.

```lean
/-- The untransformed region: all sites outside the union of the grains
`g i A i`, which may overlap. -/
def untransformed (A : Fin N → Finset G) (g : Fin N → G) : Finset G :=
  (univ.biUnion (fun i => grain (g i) (A i)))ᶜ
```

The mean is a uniform sum over all placements, so independence is part of the definition and no probability measure is needed.

```lean
/-- The untransformed fraction of the sample, averaged over all placements of the
`N` grains. -/
def meanUntransformed (A : Fin N → Finset G) : ℝ :=
  (∑ g : Fin N → G, ((untransformed A g).card : ℝ) / Fintype.card G) /
    Fintype.card (Fin N → G)
```

## From one site to the mean fraction

The first lemma identifies the positions missing $x$ as the complement of the image of $A$ under $a\mapsto xa^{-1}$. Injectivity of this map gives the size of the image.

```lean
/-- For every site `x`, the number of positions at which a grain of shape `A`
misses `x` is `|G| - |A|`. -/
theorem card_positions_missing (A : Finset G) (x : G) :
    ((univ.filter (fun g => x ∉ grain g A)).card : ℝ) =
      (Fintype.card G : ℝ) - A.card := by
  -- the positions that hit `x` are exactly `x * a⁻¹` with `a ∈ A`
  have h : univ.filter (fun g => x ∉ grain g A) =
      (A.image (fun a => x * a⁻¹))ᶜ := by
    ext g
    simp only [mem_filter, mem_univ, true_and, mem_compl, grain, mem_image]
    apply not_congr
    constructor
    · rintro ⟨a, ha, rfl⟩
      exact ⟨a, ha, by simp⟩
    · rintro ⟨a, ha, rfl⟩
      exact ⟨a, ha, by simp⟩
  have hinj : Function.Injective (fun a : G => x * a⁻¹) := by
    intro a b hab
    simpa using hab
  rw [h, card_compl, card_image_of_injective _ hinj, Nat.cast_sub (card_le_univ A)]
```

For all grains together, the favourable placements form a product set, `Fintype.piFinset`, whose size is the product of the single-grain counts.

```lean
/-- The number of placements of all grains that leave a given site `x`
untransformed is the product of the numbers for the single grains. -/
theorem card_placements_missing (A : Fin N → Finset G) (x : G) :
    ((univ.filter (fun g : Fin N → G => x ∈ untransformed A g)).card : ℝ) =
      ∏ i, ((Fintype.card G : ℝ) - (A i).card) := by
  -- independent placement: the favourable placements form a product set
  have h : univ.filter (fun g : Fin N → G => x ∈ untransformed A g) =
      Fintype.piFinset (fun i => univ.filter (fun g => x ∉ grain g (A i))) := by
    ext g
    simp [untransformed, Fintype.mem_piFinset]
  rw [h, Fintype.card_piFinset, Nat.cast_prod]
  exact prod_congr rfl (fun i _ => card_positions_missing (A i) x)
```

The size of the untransformed region is next written as a sum of zeros and ones over sites. `sum_comm` exchanges the sums, and the preceding lemma evaluates the inner one.

```lean
/-- The number of untransformed sites, summed over all placements, is
`|G| ∏ (|G| - |A i|)`. -/
theorem sum_card_untransformed (A : Fin N → Finset G) :
    ∑ g : Fin N → G, ((untransformed A g).card : ℝ) =
      Fintype.card G * ∏ i, ((Fintype.card G : ℝ) - (A i).card) := by
  have h : ∀ g : Fin N → G, ((untransformed A g).card : ℝ) =
      ∑ x : G, if x ∈ untransformed A g then (1 : ℝ) else 0 := by
    intro g
    simp
  -- exchange the sum over placements with the sum over sites
  rw [sum_congr rfl (fun g _ => h g), sum_comm]
  have h2 : ∀ x : G, (∑ g : Fin N → G,
      if x ∈ untransformed A g then (1 : ℝ) else 0) =
      ∏ i, ((Fintype.card G : ℝ) - (A i).card) := by
    intro x
    rw [sum_boole]
    exact card_placements_missing A x
  rw [sum_congr rfl (fun x _ => h2 x), sum_const, card_univ, nsmul_eq_mul]
```

The main theorem divides by $|G|$ and by the number of placements, $|G|^N$.

```lean
/-- Overlap correction for grains of different shapes: the mean untransformed
fraction is the product of the fractions left by the single grains. -/
theorem meanUntransformed_eq_prod (A : Fin N → Finset G) :
    meanUntransformed A = ∏ i, (1 - ((A i).card : ℝ) / Fintype.card G) := by
  have hG : (Fintype.card G : ℝ) ≠ 0 := Nat.cast_ne_zero.mpr Fintype.card_ne_zero
  have h : ∀ i, 1 - ((A i).card : ℝ) / Fintype.card G =
      ((Fintype.card G : ℝ) - (A i).card) / Fintype.card G := by
    intro i
    rw [sub_div, div_self hG]
  have hc : (Fintype.card (Fin N → G) : ℝ) = (Fintype.card G : ℝ) ^ N := by
    simp
  rw [prod_congr rfl (fun i _ => h i), prod_div_distrib, prod_const, card_univ,
    Fintype.card_fin, meanUntransformed, ← sum_div, sum_card_untransformed, hc,
    mul_div_cancel_left₀ _ hG]
```

With a constant family of shapes the product becomes a power.

```lean
/-- Discrete Avrami overlap correction: `N` grains of the same shape `A` leave on
average the fraction `(1 - |A|/|G|) ^ N` untransformed. -/
theorem meanUntransformed_eq_pow (A : Finset G) (N : ℕ) :
    meanUntransformed (fun _ : Fin N => A) =
      (1 - (A.card : ℝ) / Fintype.card G) ^ N := by
  rw [meanUntransformed_eq_prod, prod_const, card_univ, Fintype.card_fin]
```

## The extended fraction and the exponential limit

The bounds follow the two inequalities used by hand, with $p$ standing for $|A|/|G|$.

```lean
/-- With the extended fraction `N |A|/|G|`, in which overlaps are counted repeatedly,
the mean untransformed fraction lies between `1 - N |A|/|G|` and
`exp (-(N |A|/|G|))`. -/
theorem meanUntransformed_bounds (A : Finset G) (N : ℕ) :
    1 - N * ((A.card : ℝ) / Fintype.card G) ≤ meanUntransformed (fun _ : Fin N => A) ∧
      meanUntransformed (fun _ : Fin N => A) ≤
        Real.exp (-(N * ((A.card : ℝ) / Fintype.card G))) := by
  have h1 : (A.card : ℝ) / Fintype.card G ≤ 1 :=
    div_le_one_of_le₀ (Nat.cast_le.mpr (card_le_univ A)) (Nat.cast_nonneg _)
  rw [meanUntransformed_eq_pow]
  generalize (A.card : ℝ) / Fintype.card G = p at h1 ⊢
  constructor
  · -- Bernoulli's inequality
    have hb := one_add_mul_le_pow (show (-2 : ℝ) ≤ -p by linarith) N
    rw [← sub_eq_add_neg] at hb
    linarith
  · have he : 1 - p ≤ Real.exp (-p) := by
      have := Real.add_one_le_exp (-p)
      linarith
    calc (1 - p) ^ N ≤ Real.exp (-p) ^ N := pow_le_pow_left₀ (by linarith) he N
      _ = Real.exp (-(N * p)) := by
        rw [← Real.exp_nat_mul]
        congr 1
        ring
```

In the limit theorem the group `S n` and the shape `A n` may both change with $n$. The hypothesis `hv` says that the extended fraction converges to $v$, the regime of many grains that are each small compared with the sample. The proof applies Mathlib's limit for $(1+t_n)^n$ with $nt_n\to-v$.

```lean
/-- Avrami limit: if `n` equal grains are placed in the `n`-th sample and the extended
fraction tends to `v`, the mean untransformed fraction tends to `exp (-v)`. -/
theorem avrami_limit (S : ℕ → Type*) [∀ n, Group (S n)] [∀ n, Fintype (S n)]
    [∀ n, DecidableEq (S n)] (A : ∀ n, Finset (S n)) (v : ℝ)
    (hv : Tendsto (fun n : ℕ => (n : ℝ) * (((A n).card : ℝ) / Fintype.card (S n)))
      atTop (𝓝 v)) :
    Tendsto (fun n : ℕ => meanUntransformed (fun _ : Fin n => A n))
      atTop (𝓝 (Real.exp (-v))) := by
  have h : Tendsto (fun n : ℕ => (n : ℝ) * (-(((A n).card : ℝ) / Fintype.card (S n))))
      atTop (𝓝 (-v)) := by
    simpa only [mul_neg] using hv.neg
  have h2 := Real.tendsto_one_add_pow_exp_of_tendsto h
  refine h2.congr (fun n => ?_)
  rw [meanUntransformed_eq_pow, sub_eq_add_neg]

end

end AvramiOverlap
```

```lean
#print axioms AvramiOverlap.meanUntransformed_eq_prod
#print axioms AvramiOverlap.meanUntransformed_bounds
#print axioms AvramiOverlap.avrami_limit
```

```
'AvramiOverlap.meanUntransformed_eq_prod' depends on axioms: [propext, Classical.choice, Quot.sound]
'AvramiOverlap.meanUntransformed_bounds' depends on axioms: [propext, Classical.choice, Quot.sound]
'AvramiOverlap.avrami_limit' depends on axioms: [propext, Classical.choice, Quot.sound]
```

## Overlap in a periodic lattice simulation

Time does not enter these theorems. The Avrami equation for the transformed fraction as a function of time also needs a nucleation and growth law, which supplies $v(t)$. The limit proved here is for equal grains, as when all nuclei appear at once and grow alike; nuclei that appear at different times give grains of different sizes, which that theorem does not cover.

In a lattice simulation where all grains have the same fixed shape, of covered fraction $p$, and independent uniform positions, one draws $N$ positions, wraps each grain modulo $L$, marks the covered sites in a Boolean array and averages the unmarked fraction over runs. The value to compare with is $(1-p)^N$; at finite size $e^{-Np}$ is only an upper bound. For $p=0.1$ and $N=10$ the two are about $0.349$ and $0.368$, a difference that sufficient sampling would resolve.
